# If a real stiffness matrix B has positive definite symmetric part S, then det B ≥ det S > 0

A crystal is strained in small steps under a growing shear or uniaxial load. At each load, a matrix $B$ takes a further small strain $x$ to the change of stress $Bx$. Under non-hydrostatic stress this matrix need not be symmetric, and two signs of instability then have to be told apart. One is $\det B=0$: some nonzero strain increment meets no change of stress. The other is that the second-order work $\tfrac12\,x\cdot Bx$ stops being positive for some nonzero $x$. Can the first sign appear while the second is still absent?

## The determinant bound and its equality case

Split the $n\times n$ matrix into its symmetric and antisymmetric parts,
$$B=S+K,\qquad S=\tfrac12(B+B^T),\qquad K=\tfrac12(B-B^T).$$
Since $x\cdot Kx=0$, the work depends on $S$ alone, and the symmetrized stability criterion is that $S$ be positive definite. Whenever it holds,
$$0<\det S\le\det B,\qquad \det B=\det S\iff B=B^T.$$
So the answer is no: $\det B$ cannot vanish while $S$ is positive definite. Both signs can appear at the same load: on a continuous path of symmetric $B$ that starts positive definite, if either sign appears, the two first appear together.

## Load scans that monitor det B

A code that follows an ideal-strength calculation, with stresses from an electronic-structure method or a force field, may test either $\det B$ or $S$ at each load; for a finite real stiffness matrix, a positive definite $S$ already guarantees that $B$ is invertible. A computed $\det B$ clearly below $\det S$ at such a load points to an error in forming $S$ from $B$ or in computing the determinants. Wrong entries in $B$ itself do not violate the bound when $S$ is formed from the same $B$ and is still positive definite.

The converse fails: an invertible $B$ can have a symmetric part that is not positive definite. For
$$B(t)=\begin{pmatrix}1-t&1\\-1&1-t\end{pmatrix}$$
the symmetric part is $(1-t)\,1$, with $1$ the identity matrix, which loses positive definiteness at $t=1$, while $\det B=(1-t)^2+1$ never vanishes. A scan that watches only the determinant passes this loss of definiteness without a signal. The example is algebraic, not a model of a crystal loaded from zero stress: the stiffness of an unstressed elastic crystal is symmetric, and $B(0)$ is not.

## From scaled strain coordinates to the bound

**Scaling.** Let $v_j$ be orthonormal eigenvectors of $S$ with eigenvalues $\mu_j>0$, let $V$ have the $v_j$ as columns, and put $W=V\,\mathrm{diag}(\mu_j^{-1/2})$. From $V^TSV=\mathrm{diag}(\mu_j)$ it follows that $W^TSW=1$. With $A=W^TKW$,
$$W^TBW=1+A,\qquad A^T=-A.$$

**The squared determinant.** Antisymmetry gives
$$(1+A)^T(1+A)=(1-A)(1+A)=1-A^2=1+A^TA,$$
so $\det(1+A)^2=\det(1+A^TA)$. If $v$ is a unit eigenvector of $1+A^TA$ with eigenvalue $\lambda$, then $\lambda=1+|Av|^2\ge1$. Write the eigenvalues as $1+x_i$ with numbers $x_i\ge0$, which are not components of the strain $x$; then $\sum_i x_i=\mathrm{tr}(A^TA)$. Expanding the product and dropping nonnegative terms,
$$\det(1+A)^2=\prod_i(1+x_i)\ge1+\sum_i x_i=1+\sum_{i,k}A_{ki}^2.$$

**The sign.** This leaves $\det(1+A)\ge1$ or $\det(1+A)\le-1$. The squared bound alone does not decide between them. To exclude the second, let $f(s)=\det(1+sA)$ for $0\le s\le1$. The matrix $sA$ is also antisymmetric, so $f(s)^2\ge1$ and $f$ has no zero. It is continuous and $f(0)=1$, hence $f(1)>0$ and $\det(1+A)\ge1$. If $\det(1+A)=1$, the sum of squares is zero and $A=0$.

**Back to $B$.** Taking determinants of $W^TSW=1$ and $W^TBW=1+A$,
$$(\det W)^2\det S=1,\qquad(\det W)^2\det B=\det(1+A)\ge1.$$
Dividing by $(\det W)^2>0$ gives $\det B\ge\det S$. Equality forces $A=0$; since $W$ is invertible, $K=0$ and $B$ is symmetric. Conversely, a symmetric $B$ equals $S$.

**Along a path.** Let $B(t)$ be continuous on $[0,t_c]$ with $S(t)$ positive definite for $0\le t<t_c$. Then $0<\det S(t)\le\det B(t)$ before $t_c$. Determinants are continuous in the matrix entries, so letting $t$ rise to $t_c$ gives $0\le\det S(t_c)\le\det B(t_c)$.

## The Lean file

```lean
import Mathlib

open Matrix

namespace NonsymmetricStiffness

variable {n : Type*} [Fintype n] [DecidableEq n]

/-- The symmetric part `(B + Bᵀ)/2` of a stiffness matrix. -/
noncomputable def symPart {n : Type*} (B : Matrix n n ℝ) : Matrix n n ℝ :=
  (1 / 2 : ℝ) • (B + Bᵀ)

/-- The antisymmetric part `(B - Bᵀ)/2` of a stiffness matrix. -/
noncomputable def skewPart {n : Type*} (B : Matrix n n ℝ) : Matrix n n ℝ :=
  (1 / 2 : ℝ) • (B - Bᵀ)

omit [DecidableEq n] in
/-- The quadratic form of a stiffness matrix equals that of its symmetric part. -/
theorem work_symPart (B : Matrix n n ℝ) (x : n → ℝ) :
    x ⬝ᵥ (symPart B *ᵥ x) = x ⬝ᵥ (B *ᵥ x) := by
  have h : x ⬝ᵥ (Bᵀ *ᵥ x) = x ⬝ᵥ (B *ᵥ x) := by
    rw [Matrix.mulVec_transpose, dotProduct_comm, ← Matrix.dotProduct_mulVec]
  rw [symPart, Matrix.smul_mulVec, Matrix.add_mulVec, dotProduct_smul, dotProduct_add, h,
    smul_eq_mul]
  ring

/-- The vectors of an orthonormal basis have dot products zero or one. -/
lemma basis_dot (b : OrthonormalBasis n ℝ (EuclideanSpace ℝ n)) (i j : n) :
    (b i).ofLp ⬝ᵥ (b j).ofLp = if i = j then 1 else 0 := by
  rw [← orthonormal_iff_ite.mp b.orthonormal i j, PiLp.inner_apply]
  refine Finset.sum_congr rfl fun k _ => ?_
  simp [mul_comm]

/-- For a positive definite real matrix `S` there is a real matrix `W` with `Wᵀ * S * W = 1`. -/
theorem exists_normal_coordinates {S : Matrix n n ℝ} (hS : S.PosDef) :
    ∃ W : Matrix n n ℝ, Wᵀ * S * W = 1 := by
  let μ := hS.1.eigenvalues
  let V : Matrix n n ℝ := Matrix.of fun k j => (hS.1.eigenvectorBasis j).ofLp k
  let d : n → ℝ := fun j => (Real.sqrt (μ j))⁻¹
  have hV : Vᵀ * V = 1 := by
    ext i j
    rw [Matrix.one_apply]
    exact basis_dot hS.1.eigenvectorBasis i j
  have hSV : S * V = V * diagonal μ := by
    ext k j
    rw [Matrix.mul_diagonal]
    exact (congrFun (hS.1.mulVec_eigenvectorBasis j) k).trans (mul_comm _ _)
  have hd : diagonal d * diagonal μ * diagonal d = (1 : Matrix n n ℝ) := by
    rw [diagonal_mul_diagonal, diagonal_mul_diagonal, ← diagonal_one]
    congr 1
    funext j
    have hμ : 0 < μ j := hS.eigenvalues_pos j
    have h0 : Real.sqrt (μ j) ≠ 0 := (Real.sqrt_pos.mpr hμ).ne'
    have h1 : Real.sqrt (μ j) * Real.sqrt (μ j) = μ j := Real.mul_self_sqrt hμ.le
    change (Real.sqrt (μ j))⁻¹ * μ j * (Real.sqrt (μ j))⁻¹ = 1
    calc (Real.sqrt (μ j))⁻¹ * μ j * (Real.sqrt (μ j))⁻¹
        = (Real.sqrt (μ j))⁻¹ * (Real.sqrt (μ j) * Real.sqrt (μ j))
            * (Real.sqrt (μ j))⁻¹ := by rw [h1]
      _ = 1 := by field_simp
  refine ⟨V * diagonal d, ?_⟩
  calc (V * diagonal d)ᵀ * S * (V * diagonal d)
      = diagonal d * Vᵀ * (S * V) * diagonal d := by
        rw [transpose_mul, diagonal_transpose]; simp only [Matrix.mul_assoc]
    _ = diagonal d * (Vᵀ * V) * diagonal μ * diagonal d := by
        rw [hSV]; simp only [Matrix.mul_assoc]
    _ = 1 := by rw [hV, Matrix.mul_one, hd]

omit [Fintype n] in
/-- A product of factors `1 + x i` with nonnegative `x i` is at least one plus the sum of
the `x i`. -/
lemma one_add_sum_le_prod (s : Finset n) (x : n → ℝ) (hx : ∀ i, 0 ≤ x i) :
    1 + ∑ i ∈ s, x i ≤ ∏ i ∈ s, (1 + x i) := by
  induction s using Finset.induction_on with
  | empty => simp
  | insert a s ha ih =>
    rw [Finset.sum_insert ha, Finset.prod_insert ha]
    have hs : 0 ≤ ∑ i ∈ s, x i := Finset.sum_nonneg fun i _ => hx i
    nlinarith [mul_nonneg (hx a) hs, mul_le_mul_of_nonneg_left ih (hx a)]

/-- The determinant of `1 + AᵀA` is at least one plus the trace of `AᵀA`. -/
theorem one_add_trace_le_det (A : Matrix n n ℝ) :
    1 + (Aᵀ * A).trace ≤ (1 + Aᵀ * A).det := by
  have hM : (1 + Aᵀ * A).IsHermitian := by
    change (1 + Aᵀ * A)ᵀ = 1 + Aᵀ * A
    rw [transpose_add, transpose_one, transpose_mul, transpose_transpose]
  -- every eigenvalue is at least one
  have hμ : ∀ i, 0 ≤ hM.eigenvalues i - 1 := by
    intro i
    let v : n → ℝ := (hM.eigenvectorBasis i).ofLp
    have hv : v ⬝ᵥ v = 1 := (basis_dot hM.eigenvectorBasis i i).trans (if_pos rfl)
    have he : (1 + Aᵀ * A) *ᵥ v = hM.eigenvalues i • v := hM.mulVec_eigenvectorBasis i
    have h : v ⬝ᵥ ((1 + Aᵀ * A) *ᵥ v) = v ⬝ᵥ v + (A *ᵥ v) ⬝ᵥ (A *ᵥ v) := by
      rw [Matrix.add_mulVec, Matrix.one_mulVec, dotProduct_add, ← Matrix.mulVec_mulVec,
        Matrix.dotProduct_mulVec v Aᵀ, Matrix.vecMul_transpose]
    have hp : 0 ≤ (A *ᵥ v) ⬝ᵥ (A *ᵥ v) := Finset.sum_nonneg fun k _ => mul_self_nonneg _
    rw [he, dotProduct_smul, hv, smul_eq_mul] at h
    linarith
  have hdet : (1 + Aᵀ * A).det = ∏ i, hM.eigenvalues i := by
    simpa using hM.det_eq_prod_eigenvalues
  have htr : (1 + Aᵀ * A).trace = ∑ i, hM.eigenvalues i := by
    simpa using hM.trace_eq_sum_eigenvalues
  have h := one_add_sum_le_prod Finset.univ _ hμ
  rw [Matrix.trace_add, Matrix.trace_one] at htr
  simp only [add_sub_cancel, Finset.sum_sub_distrib, Finset.sum_const, Finset.card_univ,
    nsmul_eq_mul, mul_one] at h
  rw [hdet]
  linarith

/-- Adding an antisymmetric matrix to the identity does not lower the determinant, and
leaves it equal to one only if the added matrix is zero. -/
theorem one_le_det_one_add_skew {A : Matrix n n ℝ} (hA : Aᵀ = -A) :
    1 ≤ (1 + A).det ∧ ((1 + A).det = 1 → A = 0) := by
  have htr : ∀ C : Matrix n n ℝ, (Cᵀ * C).trace = ∑ i, ∑ k, C k i * C k i := fun _ => rfl
  have hnn : ∀ C : Matrix n n ℝ, 0 ≤ (Cᵀ * C).trace := fun C => by
    rw [htr]
    exact Finset.sum_nonneg fun i _ => Finset.sum_nonneg fun k _ => mul_self_nonneg _
  have hsq : ∀ C : Matrix n n ℝ, Cᵀ = -C → 1 + (Cᵀ * C).trace ≤ (1 + C).det ^ 2 := by
    intro C hC
    have h : (1 + C)ᵀ * (1 + C) = 1 + Cᵀ * C := by
      rw [transpose_add, transpose_one, hC]; noncomm_ring
    have h2 := one_add_trace_le_det C
    rwa [← h, det_mul, det_transpose, ← sq] at h2
  -- the determinant cannot change sign while the antisymmetric part is switched on
  have hpos : 0 < (1 + A).det := by
    by_contra hneg
    have hc : Continuous fun s : ℝ => (1 + s • A).det :=
      (continuous_const.add (continuous_id.smul continuous_const)).matrix_det
    obtain ⟨s, _, hs⟩ := intermediate_value_Icc' (zero_le_one' ℝ) hc.continuousOn
      (show (0 : ℝ) ∈ Set.Icc _ _ by
        constructor
        · simpa using hneg
        · simp)
    have h := hsq (s • A) (by rw [transpose_smul, hA, smul_neg])
    have h0 : (1 + s • A).det = 0 := hs
    rw [h0] at h
    linarith [hnn (s • A)]
  have h := hsq A hA
  refine ⟨by nlinarith [hnn A], fun h1 => ?_⟩
  have h0 : (Aᵀ * A).trace = 0 := by
    rw [h1] at h
    linarith [hnn A]
  rw [htr, Finset.sum_eq_zero_iff_of_nonneg
    (fun i _ => Finset.sum_nonneg fun k _ => mul_self_nonneg _)] at h0
  ext k i
  have hi := (Finset.sum_eq_zero_iff_of_nonneg (fun k _ => mul_self_nonneg (A k i))).mp
    (h0 i (Finset.mem_univ i)) k (Finset.mem_univ k)
  exact mul_self_eq_zero.mp hi

/-- If the symmetric part of a stiffness matrix is positive definite, its determinant is
positive and bounds that of the full matrix from below, with equality exactly when the
stiffness matrix is symmetric. -/
theorem det_symPart_le_det {B : Matrix n n ℝ} (hS : (symPart B).PosDef) :
    0 < (symPart B).det ∧ (symPart B).det ≤ B.det ∧
      (B.det = (symPart B).det ↔ B.IsSymm) := by
  obtain ⟨W, hW⟩ := exists_normal_coordinates hS
  have hsplit : B = symPart B + skewPart B := by
    unfold symPart skewPart; module
  have hK : (skewPart B)ᵀ = -skewPart B := by
    unfold skewPart
    rw [transpose_smul, transpose_sub, transpose_transpose]; module
  have hA : (Wᵀ * skewPart B * W)ᵀ = -(Wᵀ * skewPart B * W) := by
    rw [transpose_mul, transpose_mul, transpose_transpose, hK]; noncomm_ring
  have hB : Wᵀ * B * W = 1 + Wᵀ * skewPart B * W := by
    calc Wᵀ * B * W = Wᵀ * (symPart B + skewPart B) * W := by rw [← hsplit]
      _ = 1 + Wᵀ * skewPart B * W := by rw [Matrix.mul_add, Matrix.add_mul, hW]
  obtain ⟨hle, heq⟩ := one_le_det_one_add_skew hA
  -- both determinants are scaled by the same factor
  have dS : W.det ^ 2 * (symPart B).det = 1 := by
    have h := congrArg Matrix.det hW
    rw [det_mul, det_mul, det_transpose, det_one] at h
    linarith
  have dB : W.det ^ 2 * B.det = (1 + Wᵀ * skewPart B * W).det := by
    rw [← hB, det_mul, det_mul, det_transpose]; ring
  have hw : 0 < W.det ^ 2 := by
    refine lt_of_le_of_ne (sq_nonneg _) fun h => ?_
    rw [← h, zero_mul] at dS
    exact zero_ne_one dS
  refine ⟨hS.det_pos, le_of_mul_le_mul_left (by rw [dS, dB]; exact hle) hw, ?_, ?_⟩
  · intro h
    have h0 := heq (by rw [← dB, h, dS])
    have h1 : symPart B * W * Wᵀ = 1 :=
      mul_eq_one_comm.mp (by rw [← Matrix.mul_assoc]; exact hW)
    have h2 : W * (Wᵀ * symPart B) = 1 := mul_eq_one_comm.mp hW
    -- undo the change of coordinates
    have h3 : skewPart B = 0 := by
      calc skewPart B
          = (symPart B * W * Wᵀ) * skewPart B * (W * (Wᵀ * symPart B)) := by
            rw [h1, h2, Matrix.one_mul, Matrix.mul_one]
        _ = symPart B * W * (Wᵀ * skewPart B * W) * (Wᵀ * symPart B) := by
            simp only [Matrix.mul_assoc]
        _ = 0 := by rw [h0, Matrix.mul_zero, Matrix.zero_mul]
    rw [h3, neg_zero] at hK
    have h4 : B - Bᵀ = (2 : ℝ) • skewPart B := by unfold skewPart; module
    rw [h3, smul_zero] at h4
    exact (sub_eq_zero.mp h4).symm
  · intro h
    have h1 : symPart B = B := by
      unfold symPart
      rw [h.eq]; module
    rw [h1]

/-- On a loading path continuous on `[0, tc]`, with `tc > 0`, whose symmetrized stiffness is
positive definite at every load in `[0, tc)`, the determinant of the full stiffness is positive
before `tc`; at `tc` it is at least the determinant of the symmetric part, which is nonnegative. -/
theorem det_along_loading_path {B : ℝ → Matrix n n ℝ} {tc : ℝ} (htc : 0 < tc)
    (hB : ContinuousOn B (Set.Icc 0 tc))
    (hS : ∀ t ∈ Set.Ico 0 tc, (symPart (B t)).PosDef) :
    (∀ t ∈ Set.Ico 0 tc, 0 < (B t).det) ∧
      0 ≤ (symPart (B tc)).det ∧ (symPart (B tc)).det ≤ (B tc).det := by
  have hmem : tc ∈ closure (Set.Ico 0 tc) := by
    rw [closure_Ico htc.ne]
    exact Set.right_mem_Icc.mpr htc.le
  have hc : ContinuousWithinAt B (Set.Ico 0 tc) tc :=
    (hB tc (Set.right_mem_Icc.mpr htc.le)).mono Set.Ico_subset_Icc_self
  have cd : Continuous fun M : Matrix n n ℝ => M.det := continuous_id.matrix_det
  have cs : Continuous fun M : Matrix n n ℝ => (symPart M).det := by
    unfold symPart
    exact ((continuous_id.add continuous_id.matrix_transpose).const_smul (1 / 2 : ℝ)).matrix_det
  have hd := cd.continuousAt.comp_continuousWithinAt hc
  have hs := cs.continuousAt.comp_continuousWithinAt hc
  refine ⟨fun t ht => ?_, ?_, ?_⟩
  · obtain ⟨h1, h2, _⟩ := det_symPart_le_det (hS t ht)
    exact h1.trans_le h2
  · exact ContinuousWithinAt.closure_le hmem continuousWithinAt_const hs
      fun t ht => (det_symPart_le_det (hS t ht)).1.le
  · exact ContinuousWithinAt.closure_le hmem hs hd
      fun t ht => (det_symPart_le_det (hS t ht)).2.1

/-- A two-dimensional softening path whose symmetric part is `1 - t` times the identity,
while the determinant of the full stiffness is `(1 - t)² + 1`. -/
theorem softening_path (t : ℝ) :
    symPart !![1 - t, 1; -1, 1 - t] = (1 - t) • (1 : Matrix (Fin 2) (Fin 2) ℝ) ∧
      (!![1 - t, 1; -1, 1 - t] : Matrix (Fin 2) (Fin 2) ℝ).det = (1 - t) ^ 2 + 1 := by
  constructor
  · ext i j
    fin_cases i <;> fin_cases j <;> simp [symPart] <;> ring
  · rw [Matrix.det_fin_two_of]
    ring

end NonsymmetricStiffness
```

```lean
#print axioms NonsymmetricStiffness.work_symPart
-- 'NonsymmetricStiffness.work_symPart' depends on axioms: [propext, Classical.choice, Quot.sound]
#print axioms NonsymmetricStiffness.det_symPart_le_det
-- 'NonsymmetricStiffness.det_symPart_le_det' depends on axioms: [propext, Classical.choice, Quot.sound]
#print axioms NonsymmetricStiffness.det_along_loading_path
-- 'NonsymmetricStiffness.det_along_loading_path' depends on axioms: [propext, Classical.choice, Quot.sound]
#print axioms NonsymmetricStiffness.softening_path
-- 'NonsymmetricStiffness.softening_path' depends on axioms: [propext, Classical.choice, Quot.sound]
```

## Matrices, work and load in the theorems

The finite index type `n` labels strain components, six of them in Voigt notation. `symPart B` is $S$ and `skewPart B` is $K$. Stress and strain components must be paired so that their dot product is work per unit volume, which in Voigt notation means engineering shear strains. `work_symPart` states $x\cdot Sx=x\cdot Bx$, without the factor $\tfrac12$ of the second-order work.

`det_symPart_le_det` has one hypothesis, `(symPart B).PosDef`, and concludes the positivity, the bound and the equality case; `B.IsSymm` means $B^T=B$. In `det_along_loading_path`, `B` is a matrix function of a real load parameter and `tc` is $t_c>0$. `Set.Ico 0 tc` is the interval without its right end, so definiteness is assumed only before `tc`. Nothing requires it to fail there. `softening_path` records the two formulas of the $2\times2$ example for every real `t`.

## How the lemmas carry the calculation

`exists_normal_coordinates` builds $W$ from Mathlib's eigenvector basis, with `basis_dot` supplying orthonormality. The name refers to scaled strain coordinates, not to vibrational modes. `one_add_sum_le_prod` proves the product inequality by induction on the number of factors, and `one_add_trace_le_det` applies it to the eigenvalues of $1+A^TA$.

`one_le_det_one_add_skew` contains the squared bound as `hsq`, the sign argument as `hpos`, and the case $A=0$. `det_symPart_le_det` then undoes the scaling through the determinant identities `dS` and `dB`. For the path, `ContinuousWithinAt.closure_le` carries the inequalities to the limit at `tc`.

The sign argument rests on Mathlib's `intermediate_value_Icc'`. For a function continuous on $[a,b]$, it says that every value between $f(b)$ and $f(a)$, with $f(b)$ as the lower end, is attained on $[a,b]$. The unprimed version has the endpoint values in the other order. Here the proof supposes $f(1)\le0$, while $f(0)=1$, so the primed version yields an `s` with $f(s)=0$. Applying `hsq` to `s • A` then gives $1\le0$, a contradiction. The fact that `s` lies in $[0,1]$ is discarded, because the squared bound holds for every real `s`.

## What a load scan may conclude

At any single load where $S$ is positive definite, the bound holds for the matrix as given. The path theorem assumes definiteness at every load from $0$ up to but not including $t_c$, which a finite set of sampled loads does not establish. Both theorems concern real numbers; rounding in a computed determinant needs its own error estimate.

The step left to physics is the identification of $B(t)$ with the incremental stiffness of the loaded crystal. It depends on the strain measure and on how the load responds to deformation. Positive definiteness of a stiffness for homogeneous strain also does not rule out phonon instabilities at finite wavevector.
